# Kraus channels do not increase the largest bias between two states

Take a qubit and reset it: whatever the input, the output is the first basis state. With \(P_0=|0\rangle\langle 0|\) and \(P_1=|1\rangle\langle 1|\), the Kraus operators are \(K_0=|0\rangle\langle 0|\) and \(K_1=|0\rangle\langle 1|\). Before the reset, measuring \(P_0\) separates the two basis states perfectly, since \(\mathrm{Tr}(P_0(P_0-P_1))=1\). To see what a measurement \(F\) can achieve after the reset, move the Kraus operators onto \(F\), writing \(K^*\) for the adjoint (conjugate transpose) of \(K\):

\[
K_0^*FK_0+K_1^*FK_1=F_{00}P_0+F_{00}P_1=F_{00}I .
\]

Measuring \(F\) after the reset therefore amounts to measuring a multiple of the identity before it, and that gives the same value on both states. For a general channel too, every output measurement is some input measurement, so it cannot separate the states better than the best input measurement does.

## The bound on measurement bias

An effect is a matrix \(E\) with \(E\) and \(I-E\) positive semidefinite; \(\mathrm{Tr}(E\rho)\) is the probability of one measurement outcome in the state \(\rho\). A Kraus channel is \(\Phi(\rho)=\sum_k K_k\rho K_k^*\) with \(\sum_k K_k^*K_k=I\), the condition that total probability is conserved. If

\[
\mathrm{Re}\,\mathrm{Tr}(E(\rho-\sigma))\le d\quad\text{for all input effects }E,
\]

then

\[
\mathrm{Re}\,\mathrm{Tr}(F(\Phi(\rho)-\Phi(\sigma)))\le d\quad\text{for all output effects }F .
\]

The left-hand side of each inequality is called the bias of the effect between the two states. For Hermitian \(\rho\) and \(\sigma\) these traces are already real.

## Error bounds and normalisation in a density-matrix code

In a finite-dimensional open-system simulation, suppose that the exact and the approximate initial density matrix have equal trace and satisfy the input bound with some \(d\). After any sequence of exactly normalised channels, applied to both, every outcome probability then differs by at most \(d\). An error estimate in another measure, such as the Frobenius norm, need not carry through unchanged.

When one effect is needed for many initial states, it is cheaper to transform the effect once. With NumPy matrices `Ks`, `F` and `rho`:

```python
S = sum(K.conj().T @ K for K in Ks)      # should be the identity
G = sum(K.conj().T @ F @ K for K in Ks)  # effect moved to the input
p = np.trace(G @ rho).real
```

The check on `S` matters for approximate time steps. In units with \(\hbar=1\), for a Hermitian Hamiltonian \(H\), jump operators \(L_j\) and time step \(\delta t\), a common first-order Lindblad step uses \(K_0=I-iA\,\delta t\), with \(A=H-\tfrac{i}{2}\sum_j L_j^*L_j\), and \(K_j=\sqrt{\delta t}\,L_j\) for \(j\ge1\). Its normalisation sum is \(I+\delta t^2A^*A\), so the hypothesis generally fails at second order in the step.

## Moving the channel onto the effect

Write \(X=\rho-\sigma\) and \(\Phi^*(F)=\sum_k K_k^*FK_k\). Linearity gives \(\Phi(\rho)-\Phi(\sigma)=\Phi(X)\), and cyclicity of the trace gives

\[
\mathrm{Tr}(F\Phi(X))=\sum_k\mathrm{Tr}(FK_kXK_k^*)
=\sum_k\mathrm{Tr}(K_k^*FK_kX)=\mathrm{Tr}(\Phi^*(F)X).
\]

The matrix \(\Phi^*(F)\) is an effect. It is positive semidefinite because \(v^*K_k^*FK_kv=(K_kv)^*F(K_kv)\ge0\) for every vector \(v\) and every \(k\). Its complement is

\[
I-\Phi^*(F)=\sum_k K_k^*K_k-\sum_k K_k^*FK_k=\Phi^*(I-F),
\]

which is positive semidefinite for the same reason. The input bound applied to \(E=\Phi^*(F)\) gives the output bound.

If a second channel restores both \(\rho\) and \(\sigma\), applying the result to that channel gives the converse, so the bounds before and after \(\Phi\) are equivalent.

An isometry, \(V^*V=I\), also preserves every bound. One direction is contractivity with the single Kraus operator \(V\). For the other, send an input effect \(E\) to \(VEV^*\), which is positive semidefinite. With \(Q=I-VV^*\),

\[
I-VEV^*=Q+V(I-E)V^* .
\]

Here \(Q^*Q=I-2VV^*+VV^*VV^*=Q\), so both terms are positive semidefinite and \(VEV^*\) is an effect. Its bias is unchanged:

\[
\mathrm{Tr}(VEV^*\,VXV^*)=\mathrm{Tr}(VEXV^*)=\mathrm{Tr}(EX).
\]

For the reset, \(K_0^*K_0+K_1^*K_1=P_0+P_1=I\) and \(\Phi(\rho)=(\rho_{00}+\rho_{11})P_0=\mathrm{Tr}(\rho)P_0\). Both basis states go to \(P_0\), so the output bias is zero, while no input bound below 1 holds.

## The Lean file

```lean
import Mathlib

open Matrix
open scoped ComplexOrder

namespace ChannelContractivity

noncomputable section

variable {m n κ l : Type*} [Fintype m] [Fintype n] [Fintype κ] [Fintype l]

/-- The Kraus map `ρ ↦ ∑ K_k ρ K_k*`, acting on states. -/
def channel (K : κ → Matrix m n ℂ) (ρ : Matrix n n ℂ) : Matrix m m ℂ :=
  ∑ k, K k * ρ * (K k)ᴴ

/-- The Heisenberg-picture map `F ↦ ∑ K_k* F K_k`, acting on effects. -/
def dual (K : κ → Matrix m n ℂ) (F : Matrix m m ℂ) : Matrix n n ℂ :=
  ∑ k, (K k)ᴴ * F * K k

variable [DecidableEq m] [DecidableEq n]

/-- The Kraus normalisation `∑ K_k* K_k = I`. -/
def IsKraus (K : κ → Matrix m n ℂ) : Prop :=
  ∑ k, (K k)ᴴ * K k = 1

/-- An effect: both `E` and `I - E` are positive semidefinite. -/
def IsEffect (E : Matrix n n ℂ) : Prop :=
  E.PosSemidef ∧ (1 - E).PosSemidef

/-- For every effect `E`, the real part of `Tr(E(ρ - σ))` is at most `d`. -/
def BiasBound (ρ σ : Matrix n n ℂ) (d : ℝ) : Prop :=
  ∀ E : Matrix n n ℂ, IsEffect E → (E * (ρ - σ)).trace.re ≤ d

omit [DecidableEq m] [DecidableEq n] in
/-- The Schrödinger and Heisenberg pictures give the same expectation values. -/
theorem trace_duality (K : κ → Matrix m n ℂ) (F : Matrix m m ℂ) (X : Matrix n n ℂ) :
    (F * channel K X).trace = (dual K F * X).trace := by
  simp only [channel, dual, Matrix.mul_sum, Matrix.sum_mul, Matrix.trace_sum]
  refine Finset.sum_congr rfl fun k _ => ?_
  -- cyclicity of the trace, one Kraus operator at a time
  calc (F * (K k * X * (K k)ᴴ)).trace
      = ((F * K k * X) * (K k)ᴴ).trace := by simp only [Matrix.mul_assoc]
    _ = ((K k)ᴴ * (F * K k * X)).trace := Matrix.trace_mul_comm _ _
    _ = ((K k)ᴴ * F * K k * X).trace := by simp only [Matrix.mul_assoc]

/-- In the Heisenberg picture a channel takes effects to effects. -/
theorem dual_isEffect {K : κ → Matrix m n ℂ} (hK : IsKraus K)
    {F : Matrix m m ℂ} (hF : IsEffect F) : IsEffect (dual K F) := by
  have pos : ∀ G : Matrix m m ℂ, G.PosSemidef → (dual K G).PosSemidef := fun G hG =>
    Matrix.posSemidef_sum _ fun k _ => hG.conjTranspose_mul_mul_same (K k)
  -- the normalisation turns the complement of the dual into the dual of the complement
  have compl : 1 - dual K F = dual K (1 - F) := by
    have hK' : ∑ k, (K k)ᴴ * K k = 1 := hK
    simp only [dual, Matrix.mul_sub, Matrix.sub_mul, Matrix.mul_one,
      Finset.sum_sub_distrib]
    rw [hK']
  refine ⟨pos F hF.1, ?_⟩
  rw [compl]
  exact pos _ hF.2

/-- Contractivity: a bound on the bias of all input effects also bounds the bias of
all output effects after a Kraus channel. -/
theorem contractivity {K : κ → Matrix m n ℂ} (hK : IsKraus K)
    {ρ σ : Matrix n n ℂ} {d : ℝ} (h : BiasBound ρ σ d) :
    BiasBound (channel K ρ) (channel K σ) d := by
  intro F hF
  have lin : channel K ρ - channel K σ = channel K (ρ - σ) := by
    simp only [channel, Matrix.mul_sub, Matrix.sub_mul, Finset.sum_sub_distrib]
  -- measuring F after the channel is measuring its dual before the channel
  rw [lin, trace_duality]
  exact h _ (dual_isEffect hK hF)

/-- If a second channel restores both states, the bias bounds before and after the first
channel are equivalent. -/
theorem biasBound_iff_of_recovery {K : κ → Matrix m n ℂ} {R : l → Matrix n m ℂ}
    (hK : IsKraus K) (hR : IsKraus R) {ρ σ : Matrix n n ℂ}
    (hρ : channel R (channel K ρ) = ρ) (hσ : channel R (channel K σ) = σ) (d : ℝ) :
    BiasBound (channel K ρ) (channel K σ) d ↔ BiasBound ρ σ d := by
  refine ⟨fun h => ?_, contractivity hK⟩
  have h' := contractivity hR h
  rwa [hρ, hσ] at h'

/-- An isometry `V` carries effects `E` to effects `V E V*`. -/
theorem isometry_isEffect {V : Matrix m n ℂ} (hV : Vᴴ * V = 1)
    {E : Matrix n n ℂ} (hE : IsEffect E) : IsEffect (V * E * Vᴴ) := by
  refine ⟨hE.1.mul_mul_conjTranspose_same V, ?_⟩
  have hp : V * Vᴴ * (V * Vᴴ) = V * Vᴴ := by
    rw [Matrix.mul_assoc, ← Matrix.mul_assoc Vᴴ V, hV, Matrix.one_mul]
  -- the complement of the range projector is itself a projector
  have hQ : (1 - V * Vᴴ)ᴴ * (1 - V * Vᴴ) = 1 - V * Vᴴ := by
    rw [conjTranspose_sub, conjTranspose_one, conjTranspose_mul,
      conjTranspose_conjTranspose, Matrix.sub_mul, Matrix.one_mul, Matrix.mul_sub,
      Matrix.mul_one, hp, sub_self, sub_zero]
  have split : 1 - V * E * Vᴴ =
      (1 - V * Vᴴ)ᴴ * (1 - V * Vᴴ) + V * (1 - E) * Vᴴ := by
    rw [hQ, Matrix.mul_sub, Matrix.sub_mul, Matrix.mul_one]
    abel
  rw [split]
  exact (posSemidef_conjTranspose_mul_self _).add (hE.2.mul_mul_conjTranspose_same V)

/-- Isometric evolution leaves every bias bound unchanged. -/
theorem biasBound_isometry_iff {V : Matrix m n ℂ} (hV : Vᴴ * V = 1)
    (ρ σ : Matrix n n ℂ) (d : ℝ) :
    BiasBound (V * ρ * Vᴴ) (V * σ * Vᴴ) d ↔ BiasBound ρ σ d := by
  constructor
  · intro h E hE
    have e : (V * E * Vᴴ) * (V * ρ * Vᴴ - V * σ * Vᴴ) = V * (E * (ρ - σ) * Vᴴ) :=
      calc _ = V * E * (Vᴴ * V) * (ρ - σ) * Vᴴ := by
            simp only [Matrix.mul_sub, Matrix.sub_mul, Matrix.mul_assoc]
        _ = _ := by
            rw [hV]
            simp only [Matrix.mul_one, Matrix.mul_assoc]
    have h' := h _ (isometry_isEffect hV hE)
    rwa [e, Matrix.trace_mul_comm, Matrix.mul_assoc, hV, Matrix.mul_one] at h'
  · intro h
    have hK : IsKraus (fun _ : Unit => V) := by simpa [IsKraus] using hV
    simpa [channel] using contractivity hK h

/-- The qubit projector onto the first basis state. -/
def up : Matrix (Fin 2) (Fin 2) ℂ := !![1, 0; 0, 0]

/-- The qubit projector onto the second basis state. -/
def down : Matrix (Fin 2) (Fin 2) ℂ := !![0, 0; 0, 1]

/-- Kraus operators of the qubit reset, sending each basis state to the first one. -/
def resetKraus : Fin 2 → Matrix (Fin 2) (Fin 2) ℂ :=
  ![!![1, 0; 0, 0], !![0, 1; 0, 0]]

/-- The reset operators are normalised, and their channel sends `ρ` to `Tr(ρ)` times the
projector onto the first basis state. -/
theorem reset_witness :
    IsKraus resetKraus ∧ ∀ ρ, channel resetKraus ρ = ρ.trace • up := by
  constructor
  · unfold IsKraus
    ext i j
    fin_cases i <;> fin_cases j <;>
      simp [resetKraus, Matrix.mul_apply, Fin.sum_univ_succ]
  · intro ρ
    ext i j
    -- write out the matrix products entry by entry before inserting the operators
    simp only [channel, Fin.sum_univ_two, Matrix.add_apply, Matrix.mul_apply,
      Matrix.conjTranspose_apply]
    fin_cases i <;> fin_cases j <;>
      simp [resetKraus, up, Matrix.trace_fin_two]

/-- Contraction can be strict: no bound below 1 holds for the two basis states, while
their images under the reset have bias bound 0. -/
theorem reset_strict :
    (∀ d < 1, ¬ BiasBound up down d) ∧
      BiasBound (channel resetKraus up) (channel resetKraus down) 0 := by
  constructor
  · intro d hd h
    have hu : up = upᴴ * up := by
      ext i j
      fin_cases i <;> fin_cases j <;> simp [up, Matrix.mul_apply, Fin.sum_univ_succ]
    have hc : 1 - up = downᴴ * down := by
      ext i j
      fin_cases i <;> fin_cases j <;>
        simp [up, down, Matrix.mul_apply, Fin.sum_univ_succ]
    have hE : IsEffect up := by
      refine ⟨?_, ?_⟩
      · rw [hu]
        exact posSemidef_conjTranspose_mul_self _
      · rw [hc]
        exact posSemidef_conjTranspose_mul_self _
    -- the projector onto the first state has bias exactly one
    have hb : (up * (up - down)).trace.re = 1 := by
      simp [up, down, Matrix.trace, Fin.sum_univ_succ]
    have h' := h up hE
    linarith
  · intro F _
    have ht : up.trace = down.trace := by simp [up, down, Matrix.trace_fin_two]
    rw [reset_witness.2, reset_witness.2, ht, sub_self]
    simp

end

end ChannelContractivity
```

```lean
#print axioms ChannelContractivity.biasBound_iff_of_recovery
#print axioms ChannelContractivity.biasBound_isometry_iff
#print axioms ChannelContractivity.reset_strict
```

```
'ChannelContractivity.biasBound_iff_of_recovery' depends on axioms: [propext, Classical.choice, Quot.sound]
'ChannelContractivity.biasBound_isometry_iff' depends on axioms: [propext, Classical.choice, Quot.sound]
'ChannelContractivity.reset_strict' depends on axioms: [propext, Classical.choice, Quot.sound]
```

## How the Lean statements read, and their scope

The finite types `n` and `m` index the input and output bases, whose dimensions may differ, and `κ` labels the Kraus operators. The superscript `ᴴ` is the adjoint. `IsKraus`, `IsEffect` and `BiasBound` are the normalisation, the definition of an effect and the bound above. `contractivity` says that `BiasBound ρ σ d` implies the same bound for the two channel outputs.

The matrices `ρ` and `σ` are arbitrary: neither positivity nor unit trace is assumed. The bound is one-sided. For states of equal trace, replacing \(E\) by \(I-E\) reverses the sign of the bias, so it then limits the absolute value as well.

In the proof, `trace_duality` is the cyclicity step, carried out for each Kraus operator by `Matrix.trace_mul_comm`. In `dual_isEffect`, `pos` is the positivity argument and `compl` the identity for the complement, the only place where normalisation enters. `contractivity` then combines linearity, `lin`, with these two lemmas.

`biasBound_iff_of_recovery` applies contractivity in both directions; the recovery channel is a hypothesis, and it need restore only the two given states. `isometry_isEffect` proves the projector identity as `hQ` and the decomposition of the complement as `split`, and `biasBound_isometry_iff` uses the resulting effect. `reset_witness` checks the reset entry by entry, and `reset_strict` tests the input with the effect `up`, which is \(P_0\).

The theorems concern exact finite matrices, so rounding error and approximately normalised Kraus operators need their own estimates. For density matrices the smallest valid \(d\) is the trace distance \(\tfrac12\|\rho-\sigma\|_1\), a standard identification that the file neither states nor uses.
